# Two displaced parabolas with a small energy offset make upper-root optimisation flip forever

When the orbital optimisation of an excited state keeps jumping between two electronic characters, a natural question is whether more iterations would help. The problems below work out when more iterations are useless, in a model with two uncoupled states and a single orbital parameter that is relaxed completely in every step.

## Two states, one orbital parameter

Let $x$ be a real orbital parameter, for instance a rotation amplitude, and let the two states have the energies

$$E_{\mathrm f}(x)=k(x-a)^2,\qquad E_{\mathrm t}(x)=k(x+a)^2+d .$$

The constant $k$ sets the stiffness of the energy against orbital changes: the second derivative is $2k$, taken to be the same for both states. The parabolas are centred at $a$ and $-a$, and $d$ shifts the second one in energy. In the code the label of a state is a Boolean, `false` for $E_{\mathrm f}$ and `true` for $E_{\mathrm t}$.

In Lean 4 with Mathlib:

```lean
import Mathlib

namespace RootFlipping

noncomputable section

/-- Energies of the two states as functions of the orbital parameter `x`: `k (x - a)^2` for the
state `false` and `k (x + a)^2 + d` for the state `true`. -/
def energy (k a d : ℝ) : Bool → ℝ → ℝ
  | false, x => k * (x - a) ^ 2
  | true, x => k * (x + a) ^ 2 + d

/-- The centre of each parabola: `a` for the state `false` and `-a` for the state `true`. -/
def centre (a : ℝ) : Bool → ℝ
  | false => a
  | true => -a
```

A state is an upper root at $x$ if no state lies above it there. At a degeneracy both states qualify, so no tie-breaking rule is built in.

```lean
/-- The state `s` is an upper root at `x`: no state has a higher energy there. -/
def IsUpper (k a d : ℝ) (s : Bool) (x : ℝ) : Prop :=
  ∀ t, energy k a d t x ≤ energy k a d s x
```

A step from $x$ to $y$ selects an upper root at $x$ and then relaxes the orbitals completely for that state, which makes $y$ a global minimiser of its energy. `Step` is a relation and not a function, because a degeneracy may leave a choice. Real optimisers often take damped or partial steps, which this definition leaves out.

```lean
/-- One optimisation step from `x` to `y`: pick a state that is an upper root at `x`, and let `y`
minimise the energy of that state. -/
def Step (k a d x y : ℝ) : Prop :=
  ∃ s, IsUpper k a d s x ∧ ∀ z, energy k a d s y ≤ energy k a d s z
```

A run is an infinite sequence $x_0,x_1,x_2,\dots$ in which every member follows from the previous one by a step. It has no stopping criterion; a converged calculation appears as a sequence that has become constant.

```lean
/-- A run of the upper-root optimisation: each parameter follows from the previous one by a
step. -/
def IsRun (k a d : ℝ) (x : ℕ → ℝ) : Prop :=
  ∀ n, Step k a d (x n) (x (n + 1))
```

The last definition names the parameter at which the two energies are equal. It is used in part (f).

```lean
/-- The parameter `-d / (4 k a)` at which the two energies cross, for nonzero `k` and `a`. -/
def crossing (k a d : ℝ) : ℝ := -d / (4 * k * a)
```

## (a) Where each state is minimal

**Task.** Let $k>0$, and write $c_{\mathrm f}=a$ and $c_{\mathrm t}=-a$ for the centres. Show for each state $s$ that

$$E_s(y)\le E_s(z)\ \text{ for all } z\quad\Longleftrightarrow\quad y=c_s .$$

**Solution.** Both energies have the form $E_s(z)=E_s(c_s)+k(z-c_s)^2$. The square is non-negative and $k>0$, so $c_s$ is a minimiser. Conversely, let $y$ be a minimiser and compare it with $z=c_s$. This gives $k(y-c_s)^2\le 0$, hence $(y-c_s)^2=0$ and $y=c_s$.

```lean
variable {k a d : ℝ}

/-- For `k > 0` the energy of each state is minimal at the centre of its parabola and nowhere
else. -/
theorem isMin_iff (hk : 0 < k) {s : Bool} {y : ℝ} :
    (∀ z, energy k a d s y ≤ energy k a d s z) ↔ y = centre a s := by
  cases s
  · constructor
    · intro h
      have h1 := h a
      simp only [energy] at h1
      have h2 : (y - a) ^ 2 ≤ 0 := by
        by_contra hc
        nlinarith [mul_pos hk (not_le.1 hc)]
      have h3 : y - a = 0 := pow_eq_zero_iff two_ne_zero |>.1 (le_antisymm h2 (sq_nonneg _))
      exact sub_eq_zero.1 h3
    · intro h z
      simp only [centre] at h
      simp only [energy, h]
      nlinarith [mul_nonneg hk.le (sq_nonneg (z - a))]
  · constructor
    · intro h
      have h1 := h (-a)
      simp only [energy] at h1
      have h2 : (y + a) ^ 2 ≤ 0 := by
        by_contra hc
        nlinarith [mul_pos hk (not_le.1 hc)]
      have h3 : y + a = 0 := pow_eq_zero_iff two_ne_zero |>.1 (le_antisymm h2 (sq_nonneg _))
      exact eq_neg_of_add_eq_zero_left h3
    · intro h z
      simp only [centre] at h
      simp only [energy, h]
      nlinarith [mul_nonneg hk.le (sq_nonneg (z + a))]
```

The proof treats the two states separately with `cases s`. The lines `h a` and `h (-a)` are the comparison with the centre, and `nlinarith` rules out a positive square. The condition $k>0$ says that each state is stable against orbital changes. It can't be weakened to $k\ge 0$: for $k=0$ the energies are flat and every $y$ is a minimiser.

## (b) The energy gap decides the step

**Task.** Let $k>0$ and let $g(x)=E_{\mathrm t}(x)-E_{\mathrm f}(x)$ be the gap. Show that $g(x)=4kax+d$, and that a step from $x$ to $y$ is possible exactly when

$$\bigl(g(x)\le 0\ \text{and}\ y=a\bigr)\quad\text{or}\quad\bigl(g(x)\ge 0\ \text{and}\ y=-a\bigr).$$

**Solution.** Expanding the squares gives

$$g(x)=k(x^2+2ax+a^2)+d-k(x^2-2ax+a^2)=4kax+d .$$

The state $\mathrm f$ is an upper root at $x$ exactly when $g(x)\le 0$, and by (a) its only minimiser is $a$. The state $\mathrm t$ is an upper root exactly when $g(x)\ge 0$, and its only minimiser is $-a$. These two cases are the two alternatives. At $g(x)=0$ both are open.

```lean
/-- For `k > 0` the sign of the energy gap `4 k a x + d` decides the step: it leads to `a` where
the gap is negative, to `-a` where it is positive, and to either one where it vanishes. -/
theorem step_iff (hk : 0 < k) {x y : ℝ} :
    Step k a d x y ↔
      (4 * k * a * x + d ≤ 0 ∧ y = a) ∨ (0 ≤ 4 * k * a * x + d ∧ y = -a) := by
  constructor
  · rintro ⟨s, hs, hm⟩
    have hy := (isMin_iff hk).1 hm
    cases s
    · have h := hs true
      simp only [energy] at h
      exact Or.inl ⟨by nlinarith, hy⟩
    · have h := hs false
      simp only [energy] at h
      exact Or.inr ⟨by nlinarith, hy⟩
  · rintro (⟨h, hy⟩ | ⟨h, hy⟩)
    · refine ⟨false, ?_, (isMin_iff hk).2 hy⟩
      intro t
      cases t <;> simp only [energy] <;> nlinarith
    · refine ⟨true, ?_, (isMin_iff hk).2 hy⟩
      intro t
      cases t <;> simp only [energy] <;> nlinarith
```

In the forward direction, `hs true` or `hs false` compares the selected state with the other one, and `nlinarith` turns that comparison into the sign of the gap. In the backward direction the proof names the state that is selected, `false` or `true`, and checks that it is an upper root.

## (c) The endless alternation

**Task.** Let $k>0$ and $|d|<4ka^2$. Show that a sequence $x_0,x_1,\dots$ is a run with $x_0=a$ if and only if

$$x_n=(-1)^n a\qquad\text{for all } n\ge 0 .$$

**Solution.** The assumption means $-4ka^2<d<4ka^2$, so the gaps at the two centres have opposite signs:

$$g(a)=4ka^2+d>0,\qquad g(-a)=-4ka^2+d<0 .$$

By (b), the only step from $a$ leads to $-a$, and the only step from $-a$ leads to $a$. Suppose that a run starts at $a$ and that $x_n=(-1)^n a$ for some $n$. Then $x_{n+1}=-x_n=(-1)^{n+1}a$, and the formula follows by induction. Conversely, the alternating sequence starts at $a$, and each of its members follows from the previous one by one of these two allowed steps, so it is a run.

```lean
/-- Root flipping: for `k > 0` and `|d| < 4 k a^2`, the upper-root optimisation started at `a` has
exactly one run, the endless alternation `a, -a, a, -a, ...`. -/
theorem root_flipping (hk : 0 < k) (hd : |d| < 4 * k * a ^ 2) (x : ℕ → ℝ) :
    (IsRun k a d x ∧ x 0 = a) ↔ ∀ n, x n = (-1) ^ n * a := by
  obtain ⟨hd1, hd2⟩ := abs_lt.1 hd
  constructor
  · rintro ⟨hr, h0⟩ n
    induction n with
    | zero => simpa using h0
    | succ n ih =>
      have h := (step_iff hk).1 (hr n)
      -- the gap at `a` is positive, the gap at `-a` is negative
      rcases neg_one_pow_eq_or ℝ n with hp | hp
      · rw [ih, hp] at h
        rw [pow_succ, hp]
        rcases h with ⟨h1, _⟩ | ⟨_, h2⟩
        · exfalso
          nlinarith
        · linarith
      · rw [ih, hp] at h
        rw [pow_succ, hp]
        rcases h with ⟨_, h2⟩ | ⟨h1, _⟩
        · linarith
        · exfalso
          nlinarith
  · intro h
    refine ⟨fun n => (step_iff hk).2 ?_, by simpa using h 0⟩
    rw [h n, h (n + 1), pow_succ]
    rcases neg_one_pow_eq_or ℝ n with hp | hp
    · rw [hp]
      exact Or.inr ⟨by nlinarith, by ring⟩
    · rw [hp]
      exact Or.inl ⟨by nlinarith, by ring⟩
```

The equivalence holds for every sequence `x : ℕ → ℝ`. Read from right to left it says that the alternating run exists, and from left to right that no other run starts at $a$. The lemma `neg_one_pow_eq_or` separates the cases $(-1)^n=1$ and $(-1)^n=-1$; in each of them `nlinarith` excludes the step with the wrong sign of the gap.

Since $4ka^2=k(2a)^2$, the bound compares two energies. The difference $d$ between the two minima must be smaller in magnitude than the amount by which the energy of a state drops when it relaxes from the other state's optimal orbitals to its own. Each relaxation then pushes the selected state below the other one. The bound also forces $a\neq 0$, so the two values in the alternation are different.

The strict inequality can't be relaxed to $|d|\le 4ka^2$. For $k=a=1$ and $d=4$ the gap at $-1$ vanishes, and $1,-1,-1,-1,\dots$ is also a run.

## (d) When a self-consistent orbital parameter exists

**Task.** Call $x$ self-consistent if a step can return it unchanged. Show for $k>0$ that

$$\text{a self-consistent } x \text{ exists}\quad\Longleftrightarrow\quad 4ka^2\le |d| .$$

**Solution.** By (b), a self-consistent $x$ is either $a$ with $g(a)\le 0$ or $-a$ with $g(-a)\ge 0$. The first case requires $4ka^2+d\le 0$, that is $-d\ge 4ka^2$. The second requires $-4ka^2+d\ge 0$, that is $d\ge 4ka^2$. At least one of them holds exactly when $|d|\ge 4ka^2$.

```lean
/-- For `k > 0`, a self-consistent parameter, one that a step can return unchanged, exists if and
only if `|d|` is at least `4 k a^2`. -/
theorem selfConsistent_iff (hk : 0 < k) :
    (∃ x, Step k a d x x) ↔ 4 * k * a ^ 2 ≤ |d| := by
  constructor
  · rintro ⟨x, hx⟩
    rcases (step_iff hk).1 hx with ⟨h, e⟩ | ⟨h, e⟩
    · rw [e] at h
      nlinarith [neg_le_abs d]
    · rw [e] at h
      nlinarith [le_abs_self d]
  · intro h
    rcases le_abs.1 h with h | h
    · exact ⟨-a, (step_iff hk).2 (Or.inr ⟨by nlinarith, rfl⟩)⟩
    · exact ⟨a, (step_iff hk).2 (Or.inl ⟨by nlinarith, rfl⟩)⟩
```

In the code, self-consistency is `Step k a d x x`. The forward direction bounds $-d$ and $d$ by $|d|$. The backward direction splits $4ka^2\le|d|$ with `le_abs` and supplies $-a$ or $a$ as the self-consistent parameter. Below the threshold no choice of starting orbitals can help, since in this model there is nothing for the upper-root procedure to converge to.

## (e) Large offsets settle the optimisation

**Task.** Let $k>0$ and $|d|>4ka^2$. Show that every run, from any starting parameter, satisfies

$$x_{n+2}=x_2\qquad\text{for all } n\ge 0 .$$

**Solution.** By (b), every step ends at $a$ or $-a$, so $x_{m+1}$ is one of these two values for every $m\ge 0$.

If $d>4ka^2$, then $g(a)=4ka^2+d>0$ and $g(-a)=d-4ka^2>0$. The gap at $x_{m+1}$ is therefore positive, and $x_{m+2}=-a$ for all $m$.

If $d<-4ka^2$, then $g(a)=4ka^2+d<0$ and $g(-a)=d-4ka^2<0$. The gap at $x_{m+1}$ is negative, and $x_{m+2}=a$ for all $m$.

In both cases the sequence is constant from $x_2$ on.

```lean
/-- For `k > 0` and `|d| > 4 k a^2`, every run, from any starting parameter, is constant from its
second step on. -/
theorem settles_of_large_offset (hk : 0 < k) (hd : 4 * k * a ^ 2 < |d|) {x : ℕ → ℝ}
    (hr : IsRun k a d x) (n : ℕ) : x (n + 2) = x 2 := by
  have hpos := mul_nonneg hk.le (sq_nonneg a)
  rcases lt_abs.1 hd with hd | hd
  · -- the state `true` is the upper root at both minima
    have key : ∀ m, x (m + 2) = -a := by
      intro m
      rcases (step_iff hk).1 (hr (m + 1)) with ⟨h, _⟩ | ⟨_, e⟩
      · exfalso
        rcases (step_iff hk).1 (hr m) with ⟨_, e'⟩ | ⟨_, e'⟩ <;> rw [e'] at h <;> nlinarith
      · exact e
    exact (key n).trans (key 0).symm
  · -- the state `false` is the upper root at both minima
    have key : ∀ m, x (m + 2) = a := by
      intro m
      rcases (step_iff hk).1 (hr (m + 1)) with ⟨_, e⟩ | ⟨h, _⟩
      · exact e
      · exfalso
        rcases (step_iff hk).1 (hr m) with ⟨_, e'⟩ | ⟨_, e'⟩ <;> rw [e'] at h <;> nlinarith
    exact (key n).trans (key 0).symm
```

The two cases come from `lt_abs`. In each of them the intermediate claim `key` gives the constant value, and using it at `n` and at `0` yields the stated equality. Two steps are allowed for because the starting parameter may lie where the other state is on top; the first step then goes to that state's minimum and the second one corrects it.

The assumption can't be weakened to $|d|\ge 4ka^2$. With $k=a=1$ and $d=4$ again, the degeneracy at $-1$ also permits a return to $1$, so $1,-1,1,-1,\dots$ is a run that never settles.

## (f) The minimum that the flipping misses

**Task.** Let $k>0$, $a>0$ and $|d|<4ka^2$. Let $U(y)=\max\{E_{\mathrm f}(y),E_{\mathrm t}(y)\}$ be the upper adiabatic energy and $x_*=-d/(4ka)$ the crossing. Show that

$$U(x_*)<U(y)\qquad\text{for all } y\ne x_* .$$

**Solution.** From $4kax_*=-d$ we get $g(x_*)=0$, so both energies equal $U(x_*)$ at the crossing. Dividing $|d|<4ka^2$ by $4ka>0$ gives $-a<x_*<a$.

If $y<x_*$, then

$$E_{\mathrm f}(y)-E_{\mathrm f}(x_*)=k(x_*-y)(2a-y-x_*)>0,$$

because $y<x_*<a$ makes both brackets positive. If $y>x_*$, then

$$E_{\mathrm t}(y)-E_{\mathrm t}(x_*)=k(y-x_*)(y+x_*+2a)>0,$$

because $y>x_*>-a$. In either case one of the two energies at $y$ exceeds $U(x_*)$, and so does their maximum.

```lean
/-- For `k, a > 0` and `|d| < 4 k a^2`, the higher of the two energies, as a function of the
orbital parameter, has its strict global minimum at the crossing. -/
theorem upper_root_minimum (hk : 0 < k) (ha : 0 < a) (hd : |d| < 4 * k * a ^ 2) {y : ℝ}
    (hy : y ≠ crossing k a d) :
    max (energy k a d false (crossing k a d)) (energy k a d true (crossing k a d)) <
      max (energy k a d false y) (energy k a d true y) := by
  obtain ⟨hd1, hd2⟩ := abs_lt.1 hd
  have hp : 0 < 4 * k * a := by positivity
  have hc : 4 * k * a * crossing k a d = -d := by
    have hk' := hk.ne'
    have ha' := ha.ne'
    unfold crossing
    field_simp
  generalize crossing k a d = c at *
  -- the crossing lies strictly between the two minima
  have hca : c < a := by
    by_contra hh
    nlinarith [mul_nonneg hp.le (sub_nonneg.2 (not_lt.1 hh))]
  have hac : -a < c := by
    by_contra hh
    nlinarith [mul_nonneg hp.le (sub_nonneg.2 (not_lt.1 hh))]
  have heq : energy k a d true c = energy k a d false c := by
    simp only [energy]
    linear_combination hc
  rw [heq, max_self]
  rcases lt_or_gt_of_ne hy with h | h
  · apply lt_max_of_lt_left
    have h1 : 0 < c - y := by linarith
    have h2 : 0 < 2 * a - y - c := by linarith
    simp only [energy]
    nlinarith [mul_pos hk (mul_pos h1 h2)]
  · apply lt_max_of_lt_right
    rw [← heq]
    have h1 : 0 < y - c := by linarith
    have h2 : 0 < y + c + 2 * a := by linarith
    simp only [energy]
    nlinarith [mul_pos hk (mul_pos h1 h2)]

end

end RootFlipping
```

The statement writes $U$ as the `max` of the two energies. In the proof, `hc` is the equation $4kax_*=-d$, `hca` and `hac` place the crossing between the two centres, and `heq` is the degeneracy. The final `nlinarith` calls use the products of positive brackets found above.

The upper energy thus has a minimum, but it is a kink at which neither parabola is stationary. The run in (c) visits only $a$ and $-a$ and never reaches it. Some bound on $|d|$ is needed here: for $k=a=1$ and $d=8$ the crossing is at $-2$ with $U(-2)=9$, while $U(-1)=8$.

```lean
#print axioms RootFlipping.root_flipping
-- 'RootFlipping.root_flipping' depends on axioms: [propext, Classical.choice, Quot.sound]
#print axioms RootFlipping.selfConsistent_iff
-- 'RootFlipping.selfConsistent_iff' depends on axioms: [propext, Classical.choice, Quot.sound]
#print axioms RootFlipping.settles_of_large_offset
-- 'RootFlipping.settles_of_large_offset' depends on axioms: [propext, Classical.choice, Quot.sound]
#print axioms RootFlipping.upper_root_minimum
-- 'RootFlipping.upper_root_minimum' depends on axioms: [propext, Classical.choice, Quot.sound]
```
